# CI dressed with pair energies gives the exact ground-state energy of independent two-level units

Take one unit with levels 0 and D = 3, coupled by v = 2. Its lower energy is e = (3 − √(9 + 16))/2 = −1, with amplitude 1 on the reference level 0 and excited amplitude c = e/v = −1/2. Two such units, not interacting, have energy −2. CI restricted to the reference and the two single-unit excitations gives (3 − √41)/2 ≈ −1.70, because the configuration with both units excited is missing. Call e the pair energy of a unit. Adding the other unit's pair energy to each excitation energy changes it from 3 to 3 − 1 = 2:

    0  2  2
    2  2  0
    2  0  2

The eigenvalues are −2, 2 and 4, and the lowest is exact. Its eigenvector (1, −1/2, −1/2) normalises to (2, −1, −1)/√6.

The Lean file proves this for any finite number of non-interacting units, each with a nonzero coupling between its two levels. This is a model of how dressing repairs the size-consistency error of truncated CI. The pair energies are supplied in closed form, not found self-consistently.

```lean
import Mathlib

open Matrix Finset

namespace SizeConsistentDressedCI

noncomputable section

variable {ι : Type*} [Fintype ι] [DecidableEq ι]
```

The finite type `ι` labels the units. It may be empty, in which case the energy is 0.

```lean
/-- The lower energy of a two-level unit with gap `D` and coupling `v`. -/
def pairEnergy (D v : ℝ) : ℝ := (D - √(D ^ 2 + 4 * v ^ 2)) / 2
```

This is e = (D − √(D² + 4v²))/2, for real D and v.

```lean
/-- For `v ≠ 0`, the amplitude of the excited level in the lower state of a unit, relative to
amplitude one for its reference level. -/
def amplitude (D v : ℝ) : ℝ := pairEnergy D v / v
```

This is c = e/v.

```lean
/-- The sum of the pair energies of all units. -/
def correlationEnergy (D v : ι → ℝ) : ℝ := ∑ i, pairEnergy (D i) (v i)
```

Write E = ∑ e_i for this sum.

```lean
/-- The dressed CI matrix on the reference `none` and the excitations `some i`: each excitation
energy is shifted by the pair energies of all other units. -/
def dressedCI (D v : ι → ℝ) : Matrix (Option ι) (Option ι) ℝ :=
  Matrix.of fun p q => match p, q with
    | none, none => 0
    | none, some i => v i
    | some i, none => v i
    | some i, some j =>
        if i = j then D i + ∑ k ∈ univ.erase i, pairEnergy (D k) (v k) else 0
```

`Option ι` is `ι` with one extra element: `none` is the reference and `some i` the excitation of unit i. The diagonal entry for `some i` is D_i + ∑_{k≠i} e_k.

```lean
/-- The dressed CI vector with reference coefficient one and the unit amplitudes. -/
def dressedVector (D v : ι → ℝ) : Option ι → ℝ :=
  fun p => p.elim 1 (fun i => amplitude (D i) (v i))
```

The vector is (1, c_i), not normalised; its squared norm is 1 + ∑ c_i².

```lean
/-- The configuration `s` with the level of unit `i` switched. -/
def toggle (i : ι) (s : ι → Bool) : ι → Bool := Function.update s i (!s i)
```

A configuration s assigns `true` (excited) or `false` to every unit. `toggle i s` switches unit i alone.

```lean
/-- The full Hamiltonian of the independent units, acting on wavefunctions over all
configurations; `true` marks an excited unit. -/
def fullCI (D v : ι → ℝ) (ψ : (ι → Bool) → ℝ) : (ι → Bool) → ℝ :=
  fun s => ∑ i, ((if s i then D i else 0) * ψ s + v i * ψ (toggle i s))
```

In ordinary notation, with n_i(s) = 1 if unit i is excited and 0 otherwise,

    (Hψ)(s) = ∑ [D_i n_i(s) ψ(s) + v_i ψ(toggle i s)].

This acts on all 2^N configurations of N units.

```lean
/-- The product wavefunction built from the unit amplitudes. -/
def productState (D v : ι → ℝ) : (ι → Bool) → ℝ :=
  fun s => ∏ i, if s i then amplitude (D i) (v i) else 1
```

Each excited unit contributes a factor c_i. The squared norm is ∏ (1 + c_i²). In the example the reference has weight 16/25 here but 2/3 in the dressed vector: the energies agree, the weights do not.

```lean
/-- The real eigenvalues of an operator on real wavefunctions. -/
def energyLevels {κ : Type*} (T : (κ → ℝ) → (κ → ℝ)) : Set ℝ :=
  {E | ∃ x : κ → ℝ, x ≠ 0 ∧ T x = E • x}
```

Here E stands for any real number, not only the sum above: it is a level if Tx = Ex for some nonzero real x.

```lean
/-- For a coupled unit, the gap lies above the pair energy, and the amplitude solves both rows
of the two-level eigenvalue equation. -/
theorem amplitude_spec (D : ℝ) {v : ℝ} (hv : v ≠ 0) :
    0 < D - pairEnergy D v ∧ v * amplitude D v = pairEnergy D v ∧
      (D - pairEnergy D v) * amplitude D v = -v := by
  have hq : pairEnergy D v ^ 2 = D * pairEnergy D v + v ^ 2 := by
    have h := Real.sq_sqrt (show 0 ≤ D ^ 2 + 4 * v ^ 2 by positivity)
    unfold pairEnergy
    linear_combination h / 4
  have hc : v * amplitude D v = pairEnergy D v := by
    unfold amplitude
    field_simp
  refine ⟨?_, hc, ?_⟩
  · have hs : |D| < √(D ^ 2 + 4 * v ^ 2) := by
      rw [Real.lt_sqrt (abs_nonneg D), sq_abs]
      have : 0 < v ^ 2 := by positivity
      linarith
    have := neg_abs_le D
    unfold pairEnergy
    linarith
  · apply mul_left_cancel₀ hv
    linear_combination (D - pairEnergy D v) * hc - hq
```

The hypothesis `hv` says that the coupling is nonzero; D may have either sign. In the theorems below on several units, `hv` asks this of every unit. Without it the amplitudes can fail: for v = 0 and D < 0 the lower state is the excited level alone, which has no amplitude relative to the reference. With r = √(D² + 4v²),

    e² = (D² − 2Dr + r²)/4 = De + v².

Since r > |D|, D − e = (D + r)/2 > 0. By definition vc = e. Finally v(D − e)c = De − e² = −v², and cancelling v gives (D − e)c = −v. The tactic `linear_combination` checks such algebra from the named equations.

```lean
/-- The energy form of one unit, measured from its pair energy, is a single weighted square. -/
theorem unit_square (D : ℝ) {v : ℝ} (hv : v ≠ 0) (a b : ℝ) :
    -pairEnergy D v * a ^ 2 + 2 * v * a * b + (D - pairEnergy D v) * b ^ 2
      = (D - pairEnergy D v) * (b - amplitude D v * a) ^ 2 := by
  obtain ⟨-, h1, h2⟩ := amplitude_spec D hv
  linear_combination (2 * a * b - amplitude D v * a ^ 2) * h2 + a ^ 2 * h1
```

Expand the right-hand side:

    (D − e)b² − 2(D − e)c ab + (D − e)c² a².

Using (D − e)c = −v, the middle term is 2vab and the last is −vc a² = −e a².

```lean
/-- The reference row and the excitation rows of the dressed CI equations. -/
theorem dressedCI_rows (D v : ι → ℝ) (x : Option ι → ℝ) :
    (dressedCI D v *ᵥ x) none = ∑ i, v i * x (some i) ∧
    ∀ i, (dressedCI D v *ᵥ x) (some i) = v i * x none +
      (D i + correlationEnergy D v - pairEnergy (D i) (v i)) * x (some i) := by
  constructor
  · simp [dressedCI, Matrix.mulVec, dotProduct, Fintype.sum_option]
  · intro i
    have h : pairEnergy (D i) (v i) + ∑ k ∈ univ.erase i, pairEnergy (D k) (v k)
        = ∑ k, pairEnergy (D k) (v k) :=
      Finset.add_sum_erase univ (fun k => pairEnergy (D k) (v k)) (mem_univ i)
    have hrow : (dressedCI D v *ᵥ x) (some i) = v i * x none +
        (D i + ∑ k ∈ univ.erase i, pairEnergy (D k) (v k)) * x (some i) := by
      simp [dressedCI, Matrix.mulVec, dotProduct, Fintype.sum_option, ite_mul]
    rw [hrow, correlationEnergy]
    linear_combination x (some i) * h
```

Here `*ᵥ` is matrix times vector. Write M for the dressed matrix, x₀ for `x none` and x_i for `x (some i)`. Since ∑_{k≠i} e_k = E − e_i,

    (Mx)₀ = ∑ v_i x_i
    (Mx)_i = v_i x₀ + (D_i + E − e_i) x_i.

```lean
/-- The dressed energy form, measured from the sum of pair energies, is a sum of weighted
squares, one for each unit. -/
theorem dressed_excess (D : ι → ℝ) {v : ι → ℝ} (hv : ∀ i, v i ≠ 0) (x : Option ι → ℝ) :
    x ⬝ᵥ (dressedCI D v *ᵥ x) - correlationEnergy D v * (x ⬝ᵥ x)
      = ∑ i, (D i - pairEnergy (D i) (v i)) *
          (x (some i) - amplitude (D i) (v i) * x none) ^ 2 := by
  obtain ⟨h0, h1⟩ := dressedCI_rows D v x
  have hE : correlationEnergy D v * (x none * x none)
      = ∑ i, pairEnergy (D i) (v i) * (x none * x none) := by
    rw [correlationEnergy, Finset.sum_mul]
  simp only [dotProduct, Fintype.sum_option, h0, h1]
  -- collect everything into one sum over units
  rw [mul_add (correlationEnergy D v), hE, Finset.mul_sum, Finset.mul_sum,
    ← Finset.sum_add_distrib, ← Finset.sum_add_distrib, ← Finset.sum_sub_distrib]
  refine Finset.sum_congr rfl fun i _ => ?_
  linear_combination unit_square (D i) (hv i) (x none) (x (some i))
```

The dot product is `⬝ᵥ`. In x·Mx − E x·x the terms E x_i² cancel, and E x₀² = ∑ e_i x₀², leaving

    ∑ [−e_i x₀² + 2v_i x₀x_i + (D_i − e_i)x_i²]
      = ∑ (D_i − e_i)(x_i − c_i x₀)².

The last step is `unit_square`, applied unit by unit.

```lean
/-- The vector of unit amplitudes solves the dressed CI equations with the sum of pair
energies as its energy. -/
theorem dressed_eigenvector (D : ι → ℝ) {v : ι → ℝ} (hv : ∀ i, v i ≠ 0) :
    dressedCI D v *ᵥ dressedVector D v = correlationEnergy D v • dressedVector D v := by
  obtain ⟨h0, h1⟩ := dressedCI_rows D v (dressedVector D v)
  funext p
  rcases p with _ | i
  · rw [h0]
    simp only [dressedVector, Option.elim, Pi.smul_apply, smul_eq_mul, mul_one]
    exact Finset.sum_congr rfl fun i _ => (amplitude_spec (D i) (hv i)).2.1
  · rw [h1]
    simp only [dressedVector, Option.elim, Pi.smul_apply, smul_eq_mul]
    linear_combination (amplitude_spec (D i) (hv i)).2.2
```

Insert x = (1, c_i). The reference row gives ∑ v_i c_i = E. Row i gives v_i + (D_i − e_i)c_i + E c_i = E c_i.

```lean
/-- Every dressed CI eigenvector at the sum of pair energies is a multiple of the vector of
unit amplitudes. -/
theorem dressed_ground_unique (D : ι → ℝ) {v : ι → ℝ} (hv : ∀ i, v i ≠ 0)
    (x : Option ι → ℝ) (hx : dressedCI D v *ᵥ x = correlationEnergy D v • x) :
    x = x none • dressedVector D v := by
  have h := dressed_excess D hv x
  rw [hx, dotProduct_smul, smul_eq_mul, sub_self] at h
  -- a vanishing sum of nonnegative squares vanishes term by term
  have hz := (Finset.sum_eq_zero_iff_of_nonneg fun i _ =>
    mul_nonneg (amplitude_spec (D i) (hv i)).1.le (sq_nonneg _)).mp h.symm
  funext p
  rcases p with _ | i
  · simp [dressedVector]
  · have hi := (mul_eq_zero.mp (hz i (mem_univ i))).resolve_left
      (amplitude_spec (D i) (hv i)).1.ne'
    have hi' := pow_eq_zero_iff (two_ne_zero) |>.mp hi
    simp only [dressedVector, Option.elim, Pi.smul_apply, smul_eq_mul]
    linear_combination hi'
```

If Mx = Ex, the sum of squares is zero. Every weight D_i − e_i is positive, so x_i = c_i x₀ for each i: the dressed ground level is nondegenerate.

```lean
/-- The product wavefunction is an eigenvector of the full Hamiltonian at the sum of pair
energies. -/
theorem full_eigenvector (D : ι → ℝ) {v : ι → ℝ} (hv : ∀ i, v i ≠ 0) :
    fullCI D v (productState D v) = correlationEnergy D v • productState D v := by
  funext s
  simp only [fullCI, Pi.smul_apply, smul_eq_mul, correlationEnergy, Finset.sum_mul]
  refine Finset.sum_congr rfl fun i _ => ?_
  -- split off the factor of unit i; the rest is unchanged by the toggle
  obtain ⟨R, hs, ht⟩ : ∃ R : ℝ,
      productState D v s = (if s i then amplitude (D i) (v i) else 1) * R ∧
      productState D v (toggle i s) = (if !s i then amplitude (D i) (v i) else 1) * R := by
    refine ⟨∏ j ∈ univ.erase i, if s j then amplitude (D j) (v j) else 1,
      (Finset.mul_prod_erase univ _ (mem_univ i)).symm, ?_⟩
    rw [productState, ← Finset.mul_prod_erase univ _ (mem_univ i)]
    congr 1
    · simp [toggle]
    · refine Finset.prod_congr rfl fun j hj => ?_
      simp [toggle, Function.update_of_ne (Finset.ne_of_mem_erase hj)]
  obtain ⟨-, h1, h2⟩ := amplitude_spec (D i) (hv i)
  rw [hs, ht]
  cases s i
  · simp only [Bool.not_false, Bool.false_eq_true, if_true, if_false]
    linear_combination R * h1
  · simp only [Bool.not_true, Bool.false_eq_true, if_true, if_false]
    linear_combination R * h2
```

Fix s and i, and let R be the product of the other units' factors, which toggling i leaves alone. The i-th term of Hψ is

    unit i unexcited:  v_i c_i R = e_i R
    unit i excited:    (D_i c_i + v_i) R = e_i c_i R.

Both equal e_i ψ(s), and summing over i gives Eψ(s).

```lean
/-- The full energy form is bounded below by the sum of pair energies times the squared norm. -/
theorem full_variational (D : ι → ℝ) {v : ι → ℝ} (hv : ∀ i, v i ≠ 0)
    (ψ : (ι → Bool) → ℝ) :
    correlationEnergy D v * (ψ ⬝ᵥ ψ) ≤ ψ ⬝ᵥ fullCI D v ψ := by
  have swap : ψ ⬝ᵥ fullCI D v ψ = ∑ i, ∑ s, ψ s *
      ((if s i then D i else 0) * ψ s + v i * ψ (toggle i s)) := by
    simp only [dotProduct, fullCI, Finset.mul_sum]
    exact Finset.sum_comm
  rw [swap, correlationEnergy, Finset.sum_mul]
  refine Finset.sum_le_sum fun i _ => ?_
  have tt : Function.Involutive (toggle i) := fun s => by simp [toggle]
  have ti : ∀ s, toggle i s i = !s i := fun s => by simp [toggle]
  let g : (ι → Bool) → ℝ := fun s => ψ s *
    ((if s i then D i else 0) * ψ s + v i * ψ (toggle i s))
      - pairEnergy (D i) (v i) * (ψ s * ψ s)
  have hg : ∑ s, g (toggle i s) = ∑ s, g s := Equiv.sum_comp tt.toPerm g
  -- each configuration and its toggled partner form a two-level problem
  have hpos : 0 ≤ ∑ s, (g s + g (toggle i s)) := by
    refine Finset.sum_nonneg fun s _ => ?_
    have key : ∀ a b : ℝ, 0 ≤ -pairEnergy (D i) (v i) * a ^ 2 + 2 * v i * a * b
        + (D i - pairEnergy (D i) (v i)) * b ^ 2 := fun a b => by
      rw [unit_square (D i) (hv i)]
      exact mul_nonneg (amplitude_spec (D i) (hv i)).1.le (sq_nonneg _)
    simp only [g, tt s, ti]
    cases s i
    · simp only [Bool.not_false, Bool.false_eq_true, if_true, if_false]
      linarith [key (ψ s) (ψ (toggle i s))]
    · simp only [Bool.not_true, Bool.false_eq_true, if_true, if_false]
      linarith [key (ψ (toggle i s)) (ψ s)]
  rw [Finset.sum_add_distrib, hg] at hpos
  have hsum : ∑ s, g s = ∑ s, ψ s * ((if s i then D i else 0) * ψ s + v i * ψ (toggle i s))
      - pairEnergy (D i) (v i) * (ψ ⬝ᵥ ψ) := by
    simp only [g, dotProduct, Finset.sum_sub_distrib, Finset.mul_sum]
  linarith
```

For fixed i, pair each configuration in which unit i is unexcited with its toggled partner, with values a and b. Their contribution, measured from e_i(a² + b²), is

    D_i b² + 2v_i ab − e_i(a² + b²) = (D_i − e_i)(b − c_i a)² ≥ 0.

Sum over pairs, then over i. Lean sums over all s, counting each pair twice; `hg` records that toggling only reorders the sum.

```lean
/-- An eigenvalue that bounds the energy form from below is the lowest eigenvalue. -/
theorem isLeast_of_variational {κ : Type*} [Fintype κ] (T : (κ → ℝ) → (κ → ℝ)) (E : ℝ)
    (ψ : κ → ℝ) (h0 : ψ ≠ 0) (hT : T ψ = E • ψ)
    (hb : ∀ x, E * (x ⬝ᵥ x) ≤ x ⬝ᵥ T x) : IsLeast (energyLevels T) E := by
  refine ⟨⟨ψ, h0, hT⟩, ?_⟩
  rintro F ⟨x, hx, hF⟩
  have h := hb x
  rw [hF, dotProduct_smul, smul_eq_mul] at h
  have hn : 0 ≤ x ⬝ᵥ x := Finset.sum_nonneg fun i _ => mul_self_nonneg (x i)
  have hp : 0 < x ⬝ᵥ x :=
    lt_of_le_of_ne hn fun h' => hx (dotProduct_self_eq_zero.mp h'.symm)
  exact le_of_mul_le_mul_right h hp
```

If Tx = Fx with x ≠ 0, the bound gives E x·x ≤ F x·x. Since x·x > 0, E ≤ F. `IsLeast` says that E is itself a level and that no level lies below it.

```lean
/-- The dressed CI matrix and the full Hamiltonian of the independent units have the same
lowest eigenvalue, the sum of the pair energies. -/
theorem dressed_and_full_ground_energy (D : ι → ℝ) {v : ι → ℝ} (hv : ∀ i, v i ≠ 0) :
    IsLeast (energyLevels fun x => dressedCI D v *ᵥ x) (correlationEnergy D v) ∧
    IsLeast (energyLevels (fullCI D v)) (correlationEnergy D v) := by
  constructor
  · refine isLeast_of_variational _ _ (dressedVector D v) ?_ (dressed_eigenvector D hv) ?_
    · intro h
      have := congrFun h none
      simp [dressedVector] at this
    · intro x
      have hs := dressed_excess D hv x
      have hn : 0 ≤ ∑ i, (D i - pairEnergy (D i) (v i)) *
          (x (some i) - amplitude (D i) (v i) * x none) ^ 2 :=
        Finset.sum_nonneg fun i _ =>
          mul_nonneg (amplitude_spec (D i) (hv i)).1.le (sq_nonneg _)
      linarith
  · refine isLeast_of_variational _ _ (productState D v) ?_ (full_eigenvector D hv)
      (full_variational D hv)
    intro h
    have := congrFun h (fun _ => false)
    simp [productState] at this

end

end SizeConsistentDressedCI
```

For all real D_i and nonzero v_i, both problems have lowest eigenvalue ∑ e_i. Each half supplies `isLeast_of_variational` with an eigenvector, nonzero because its reference entry is 1, and a lower bound: the sum of squares for the dressed matrix, the pairing argument for the full Hamiltonian.

```lean
#print axioms SizeConsistentDressedCI.dressed_ground_unique
#print axioms SizeConsistentDressedCI.dressed_and_full_ground_energy
```

```
'SizeConsistentDressedCI.dressed_ground_unique' depends on axioms: [propext, Classical.choice, Quot.sound]
'SizeConsistentDressedCI.dressed_and_full_ground_energy' depends on axioms: [propext, Classical.choice, Quot.sound]
```
